# A Hermitian block Hamiltonian whose diagonal blocks are separated by an energy has exactly one contractive decoupling matrix

Take the two-level Hamiltonian

\[ H=\begin{pmatrix}1&4/3\\4/3&-1\end{pmatrix} \]

and look for eigenvectors \((1,X)\). Eliminating the energy gives \(4/3-X=X(1+\tfrac43X)\), or \((2X-1)(X+2)=0\). The root \(X=1/2\) belongs to energy \(5/3\), and \(X=-2\) to \(-5/3\). Only the first has \(|X|<1\).

I believe the same selection works for matrices. Let \(A\) and \(D\) be the Hermitian diagonal blocks and \(B\) the coupling, with \(A\) above and \(D\) below some real energy \(d\). Then exactly one \(X\) should satisfy

\[ B^\dagger+DX=X(A+BX),\qquad 1-X^\dagger X>0. \]

Can this be proved rigorously, for any size of \(B\), and checked by machine?

## The contractive solution spans the states above the gap

Yes, for finite matrices. Replacing \(A,D\) by \(A-d,D-d\) subtracts \(dX\) from both sides of the equation, so set \(d=0\). Then \(A>0\) and \(D<0\).

**A sign for the energy.** Diagonalise \(H=\begin{pmatrix}A&B\\B^\dagger&D\end{pmatrix}\), and let \(J\) have the same eigenvectors, with eigenvalue \(-1\) where the energy is negative and \(+1\) elsewhere. Then \(J^2=1\), \(JH=HJ\) and \(JH\ge0\).

- If \(J(x,0)=-(x,0)\), then \(-x^\dagger Ax\ge0\), so \(x=0\).
- If \(J(0,y)=(0,y)\), then \(y^\dagger Dy\ge0\), so \(y=0\).
- If \(J(x,y)=(z,y)\), then \(J(z,y)=(x,y)\), so \(J\) reverses \((z-x,0)\), and \(z=x\).

**Existence.** Write \(J_{ij}\) for the blocks of \(J\). If \(J_{22}y=y\), then \(J(0,y)=(J_{12}y,y)\). The third point gives \(J_{12}y=0\), and the second gives \(y=0\). Hence \(1-J_{22}\) is invertible, and we can define \(X=(1-J_{22})^{-1}J_{21}\). The lower part of \(J(x,Xx)\) is then \(Xx\), so by the third point \(J(x,Xx)=(x,Xx)\).

By the second point, two vectors of sign \(+1\) with equal upper parts are equal. Since \(H\) commutes with \(J\), the vector \(H(x,Xx)\) also has sign \(+1\), so its lower part is \(X\) times its upper part. This is the decoupling equation.

**Balance.** For any solution \(X\) and \(v\ne0\), put \(p=(A+BX)v\). Since \(Xp=B^\dagger v+DXv\), the coupling terms cancel in the real part:

\[ \mathrm{Re}\,v^\dagger(1-X^\dagger X)p=v^\dagger Av-(Xv)^\dagger D(Xv)>0. \]

**Contraction.** Let \((1-X^\dagger X)v=cv\) for the constructed \(X\). Balance says \(c\,\mathrm{Re}\,v^\dagger p>0\). Non-negative energy on \((v,Xv)\) says \((2-c)\,\mathrm{Re}\,v^\dagger p\ge0\). If \(c\le0\), these contradict each other, so every such \(c\) is positive.

**Uniqueness.** Let \(Y\) be a contractive solution and \((A+BY)v=\mu v\) with \(\mu<0\) and \(v\ne0\). Balance gives \(\mu\,v^\dagger(1-Y^\dagger Y)v>0\), which is impossible. Put \(T=\begin{pmatrix}1\\Y\end{pmatrix}\), so \(HT=T(A+BY)\). For an eigenvector \(u\) of \(H\) with energy \(l<0\), the row \(u^\dagger T\) satisfies \(l\,u^\dagger T=u^\dagger T(A+BY)\). It must vanish, since otherwise \(l\) would be a negative eigenvalue of \(A+BY\). So \(JT=T\), and equal upper parts force \(Y=X\).

## What the Lean theorem says

`existsUnique_decoupling` takes complex matrices indexed by finite types `n` (upper) and `m` (lower), and a real `d`. `Bᴴ` is \(B^\dagger\), and `∃!` means that exactly one `X` meets both conditions. `PosDef` includes Hermiticity, so the two gap hypotheses already make `A` and `D` Hermitian.

Physically, the gap hypotheses say that the uncoupled upper levels all lie above \(d\) and the lower ones below it. They are assumed, not derived from a potential. Contraction says that the lower component \(Xv\) is shorter than \(v\) for every \(v\ne0\).

In relativistic electronic structure, \(X\) is the matrix that ties small to large components in exact two-component methods; the theorem covers a one-electron matrix in a finite orthonormal basis satisfying the gap condition. For a Dirac electron in an electrostatic potential, with energies measured from the rest energy, \(A\) is the matrix of the potential energy and \(D\) is that of the potential energy minus twice the rest energy. The condition can therefore fail when tight basis functions probe a deep nuclear potential, and the theorem then says nothing.

```lean
import Mathlib

open Matrix
open scoped ComplexOrder

namespace ExactDecoupling

variable {n m k : Type*} [Fintype n] [DecidableEq n] [Fintype m] [DecidableEq m]
  [Fintype k] [DecidableEq k]

/-- The block Hamiltonian with diagonal blocks `A`, `D` and coupling `B`. -/
def blockH (A : Matrix n n ℂ) (B : Matrix n m ℂ) (D : Matrix m m ℂ) :
    Matrix (n ⊕ m) (n ⊕ m) ℂ := fromBlocks A B Bᴴ D

/-- The decoupling equation for the matrix `X` that ties lower to upper components. -/
def Decouples (A : Matrix n n ℂ) (B : Matrix n m ℂ) (D : Matrix m m ℂ)
    (X : Matrix m n ℂ) : Prop := Bᴴ + D * X = X * (A + B * X)

omit [Fintype m] [DecidableEq m] in
private lemma eq_of_mulVec {M N : Matrix m n ℂ} (h : ∀ x, M *ᵥ x = N *ᵥ x) : M = N :=
  Matrix.toLin'.injective (LinearMap.ext fun x => by
    simpa only [Matrix.toLin'_apply] using h x)

omit [DecidableEq n] [DecidableEq m] in
private lemma adj (X : Matrix m n ℂ) (v : n → ℂ) (z : m → ℂ) :
    star v ⬝ᵥ (Xᴴ *ᵥ z) = star (X *ᵥ v) ⬝ᵥ z := by
  rw [star_mulVec, dotProduct_mulVec]

omit [DecidableEq n] in
private lemma re_swap (x y : n → ℂ) : (star x ⬝ᵥ y).re = (star y ⬝ᵥ x).re := by
  simp only [dotProduct, Complex.re_sum, Pi.star_apply]
  refine Finset.sum_congr rfl fun i _ => ?_
  simp only [Complex.mul_re, Complex.star_def, Complex.conj_re, Complex.conj_im]
  ring

omit [DecidableEq n] in
private lemma re_pos {M : Matrix n n ℂ} (hM : M.PosDef) {v : n → ℂ} (hv : v ≠ 0) :
    0 < (star v ⬝ᵥ (M *ᵥ v)).re :=
  (Complex.lt_def.mp (hM.dotProduct_mulVec_pos hv)).1

private lemma posDef_of_eigen {M : Matrix n n ℂ} (hM : M.IsHermitian)
    (h : ∀ (c : ℝ) (v : n → ℂ), v ≠ 0 → M *ᵥ v = c • v → 0 < c) : M.PosDef := by
  refine hM.posDef_iff_eigenvalues_pos.mpr fun i => ?_
  refine h _ (hM.eigenvectorBasis i).ofLp ?_ (hM.mulVec_eigenvectorBasis i)
  intro h0
  exact hM.eigenvectorBasis.orthonormal.ne_zero i
    (PiLp.ext fun j => by simpa using congrFun h0 j)

/-- A Hermitian `H` has a sign matrix `J`: it squares to one, commutes with `H`, makes `J H`
positive semidefinite, and fixes `T` whenever `H T = T K` and `K` has no negative real eigenvalue.
-/
theorem exists_energy_sign (H : Matrix k k ℂ) (hH : H.IsHermitian) :
    ∃ J : Matrix k k ℂ, J * J = 1 ∧ J * H = H * J ∧ (J * H).PosSemidef ∧
      ∀ (T : Matrix k n ℂ) (K : Matrix n n ℂ), H * T = T * K →
        (∀ μ : ℝ, μ < 0 → (K - (μ : ℂ) • (1 : Matrix n n ℂ)).det ≠ 0) → J * T = T := by
  obtain ⟨U, l, hU, hU', hs⟩ : ∃ (U : Matrix k k ℂ) (l : k → ℝ), Uᴴ * U = 1 ∧ U * Uᴴ = 1 ∧
      H = U * diagonal (fun i => (l i : ℂ)) * Uᴴ := by
    refine ⟨hH.eigenvectorUnitary, hH.eigenvalues,
      mem_unitaryGroup_iff'.mp hH.eigenvectorUnitary.2,
      mem_unitaryGroup_iff.mp hH.eigenvectorUnitary.2, ?_⟩
    have h := hH.spectral_theorem
    rw [Unitary.conjStarAlgAut_apply] at h
    exact h
  let s : k → ℂ := fun i => if l i < 0 then -1 else 1
  have hmul : ∀ P Q : Matrix k k ℂ, (U * P * Uᴴ) * (U * Q * Uᴴ) = U * (P * Q) * Uᴴ := by
    intro P Q
    calc _ = U * P * (Uᴴ * U) * Q * Uᴴ := by simp only [Matrix.mul_assoc]
      _ = _ := by rw [hU, Matrix.mul_one]; simp only [Matrix.mul_assoc]
  have hss : diagonal s * diagonal s = 1 := by
    rw [diagonal_mul_diagonal, ← diagonal_one]
    congr 1
    funext i
    by_cases h : l i < 0 <;> simp [s, h]
  refine ⟨U * diagonal s * Uᴴ, ?_, ?_, ?_, ?_⟩
  · rw [hmul, hss, Matrix.mul_one, hU']
  · rw [hs, hmul, hmul, diagonal_mul_diagonal, diagonal_mul_diagonal]
    simp only [mul_comm]
  · rw [hs, hmul, diagonal_mul_diagonal]
    refine (posSemidef_diagonal_iff.mpr fun i => ?_).mul_mul_conjTranspose_same U
    have h1 : s i * (l i : ℂ) = ((|l i| : ℝ) : ℂ) := by
      by_cases h : l i < 0
      · simp [s, h, abs_of_neg h]
      · simp [s, h, abs_of_nonneg (not_lt.mp h)]
    rw [h1]
    exact_mod_cast abs_nonneg (l i)
  · intro T K hT hK
    -- in the eigenbasis each row `r` of `T` satisfies `r K = l r`, with `l` an eigenvalue of `H`
    have hR : diagonal (fun i => (l i : ℂ)) * (Uᴴ * T) = (Uᴴ * T) * K := by
      rw [Matrix.mul_assoc, ← hT, hs]
      simp only [← Matrix.mul_assoc]
      rw [hU, Matrix.one_mul]
    have hS : diagonal s * (Uᴴ * T) = Uᴴ * T := by
      ext i j
      rw [diagonal_mul]
      by_cases h : l i < 0
      · have h0 : (Uᴴ * T) i = 0 := by
          by_contra hne
          refine hK (l i) h (exists_vecMul_eq_zero_iff.mp ⟨(Uᴴ * T) i, hne, ?_⟩)
          funext j
          have e := congrFun (congrFun hR i) j
          rw [diagonal_mul] at e
          have e' : ((Uᴴ * T) i ᵥ* K) j = (l i : ℂ) * (Uᴴ * T) i j := e.symm
          rw [vecMul_sub, vecMul_smul, vecMul_one, Pi.sub_apply, e']
          simp
        rw [congrFun h0 j]
        simp
      · simp [s, h]
    rw [Matrix.mul_assoc, Matrix.mul_assoc, hS, ← Matrix.mul_assoc, hU', Matrix.one_mul]

omit [DecidableEq m] in
private lemma contr_dot (X : Matrix m n ℂ) (v a : n → ℂ) :
    star v ⬝ᵥ ((1 - Xᴴ * X) *ᵥ a) = star v ⬝ᵥ a - star (X *ᵥ v) ⬝ᵥ (X *ᵥ a) := by
  rw [sub_mulVec, one_mulVec, dotProduct_sub, ← mulVec_mulVec, adj]

variable {A : Matrix n n ℂ} {B : Matrix n m ℂ} {D : Matrix m m ℂ} {X : Matrix m n ℂ}

omit [DecidableEq n] [DecidableEq m] in
private lemma dec_vec (h : Decouples A B D X) (x : n → ℂ) :
    Bᴴ *ᵥ x + D *ᵥ (X *ᵥ x) = X *ᵥ (A *ᵥ x + B *ᵥ (X *ᵥ x)) := by
  have h' := congrArg (fun M => M *ᵥ x) h
  simpa only [add_mulVec, ← mulVec_mulVec] using h'

omit [DecidableEq m] in
/-- For a solution of the decoupling equation with `A` and `-D` positive definite, the product of `1
- X†X` and the decoupled block `A + B X` has expectation values with positive real part on nonzero
vectors. -/
theorem balance (hA : A.PosDef) (hD : (-D).PosDef) (h : Decouples A B D X)
    {v : n → ℂ} (hv : v ≠ 0) :
    0 < (star v ⬝ᵥ ((1 - Xᴴ * X) *ᵥ (A *ᵥ v + B *ᵥ (X *ᵥ v)))).re := by
  rw [contr_dot, ← dec_vec h, dotProduct_add, dotProduct_add, adj B]
  have h1 := re_pos hA hv
  have h2 := (Complex.le_def.mp (hD.posSemidef.dotProduct_mulVec_nonneg (X *ᵥ v))).1
  rw [neg_mulVec, dotProduct_neg, Complex.neg_re, Complex.zero_re] at h2
  have h3 := re_swap v (B *ᵥ (X *ᵥ v))
  simp only [Complex.sub_re, Complex.add_re]
  linarith

/-- Exact decoupling with zero energy inside the gap, that is, with `A` and `-D` positive definite:
for every coupling `B` there is exactly one contractive solution. -/
theorem existsUnique_centred (B : Matrix n m ℂ) (hA : A.PosDef) (hD : (-D).PosDef) :
    ∃! X : Matrix m n ℂ, Decouples A B D X ∧ (1 - Xᴴ * X).PosDef := by
  have hDh : D.IsHermitian := by
    have h := hD.isHermitian.neg
    rwa [neg_neg] at h
  obtain ⟨J, hJ, hJH, hpos, hinv⟩ := exists_energy_sign (n := n) (blockH A B D)
    (IsHermitian.fromBlocks hA.isHermitian rfl hDh)
  have hV : ∀ x y, blockH A B D *ᵥ Sum.elim x y =
      Sum.elim (A *ᵥ x + B *ᵥ y) (Bᴴ *ᵥ x + D *ᵥ y) := by
    intro x y
    rw [blockH, fromBlocks_mulVec]
    rfl
  have hJv : ∀ x y, J *ᵥ Sum.elim x y = Sum.elim (J.toBlocks₁₁ *ᵥ x + J.toBlocks₁₂ *ᵥ y)
      (J.toBlocks₂₁ *ᵥ x + J.toBlocks₂₂ *ᵥ y) := by
    intro x y
    conv_lhs => rw [← fromBlocks_toBlocks J]
    rw [fromBlocks_mulVec]
    rfl
  have hp : ∀ v, 0 ≤ (star v ⬝ᵥ (blockH A B D *ᵥ (J *ᵥ v))).re := by
    intro v
    have h := (Complex.le_def.mp (hpos.dotProduct_mulVec_nonneg v)).1
    rw [hJH, ← mulVec_mulVec] at h
    exact h
  have hdot : ∀ (x a : n → ℂ) (y b : m → ℂ),
      star (Sum.elim x y) ⬝ᵥ Sum.elim a b = star x ⬝ᵥ a + star y ⬝ᵥ b := by
    intro x a y b
    simp [dotProduct, Fintype.sum_sum_type]
  -- no nonzero purely upper vector has sign -1, no nonzero purely lower vector has sign +1
  have k1 : ∀ x : n → ℂ, J *ᵥ Sum.elim x (0 : m → ℂ) = -Sum.elim x 0 → x = 0 := by
    intro x hx
    by_contra h0
    have h := hp (Sum.elim x 0)
    rw [hx, mulVec_neg, dotProduct_neg, hV, hdot] at h
    simp only [mulVec_zero, add_zero, star_zero, zero_dotProduct, Complex.neg_re] at h
    linarith [re_pos hA h0]
  have k2 : ∀ y : m → ℂ,
      J *ᵥ Sum.elim (0 : n → ℂ) y = Sum.elim (0 : n → ℂ) y → y = 0 := by
    intro y hy
    by_contra h0
    have h := hp (Sum.elim 0 y)
    rw [hy, hV, hdot] at h
    simp only [mulVec_zero, zero_add, star_zero, zero_dotProduct] at h
    have h' := re_pos hD h0
    rw [neg_mulVec, dotProduct_neg, Complex.neg_re] at h'
    linarith
  have k3 : ∀ (x z : n → ℂ) (y : m → ℂ), J *ᵥ Sum.elim x y = Sum.elim z y → z = x := by
    intro x z y h
    have hu : Sum.elim (z - x) (0 : m → ℂ) = Sum.elim z y - Sum.elim x y := by
      funext i
      cases i <;> simp
    have h2 : J *ᵥ Sum.elim z y = Sum.elim x y := by
      rw [← h, mulVec_mulVec, hJ, one_mulVec]
    exact sub_eq_zero.mp (k1 (z - x) (by rw [hu, mulVec_sub, h2, h]; abel))
  have k4 : ∀ (x : n → ℂ) (y z : m → ℂ), J *ᵥ Sum.elim x y = Sum.elim x y →
      J *ᵥ Sum.elim x z = Sum.elim x z → y = z := by
    intro x y z h1 h2
    have hu : Sum.elim (0 : n → ℂ) (y - z) = Sum.elim x y - Sum.elim x z := by
      funext i
      cases i <;> simp
    exact sub_eq_zero.mp (k2 (y - z) (by rw [hu, mulVec_sub, h1, h2]))
  have hE : (1 - J.toBlocks₂₂).det ≠ 0 := by
    intro h
    obtain ⟨y, hy0, hy⟩ := exists_mulVec_eq_zero_iff.mpr h
    rw [sub_mulVec, one_mulVec, sub_eq_zero] at hy
    have hJy : J *ᵥ Sum.elim 0 y = Sum.elim (J.toBlocks₁₂ *ᵥ y) y := by
      rw [hJv, mulVec_zero, mulVec_zero, zero_add, zero_add, ← hy]
    rw [k3 _ _ _ hJy] at hJy
    exact hy0 (k2 y hJy)
  -- the subspace of sign +1 is the graph of `X`
  obtain ⟨X, hX⟩ : ∃ X, (1 - J.toBlocks₂₂) * X = J.toBlocks₂₁ :=
    ⟨_, mul_nonsing_inv_cancel_left _ _ (isUnit_iff_ne_zero.mpr hE)⟩
  have hJX : ∀ x, J *ᵥ Sum.elim x (X *ᵥ x) = Sum.elim x (X *ᵥ x) := by
    intro x
    have hlow : J.toBlocks₂₁ *ᵥ x + J.toBlocks₂₂ *ᵥ (X *ᵥ x) = X *ᵥ x := by
      rw [← hX, ← mulVec_mulVec, sub_mulVec, one_mulVec, sub_add_cancel]
    have h := hJv x (X *ᵥ x)
    rw [hlow] at h
    rw [k3 _ _ _ h] at h
    exact h
  have hR : Decouples A B D X := by
    refine eq_of_mulVec fun x => ?_
    have h1 := k4 (A *ᵥ x + B *ᵥ (X *ᵥ x)) (Bᴴ *ᵥ x + D *ᵥ (X *ᵥ x)) _
      (by rw [← hV, mulVec_mulVec, hJH, ← mulVec_mulVec, hJX]) (hJX _)
    simpa only [add_mulVec, ← mulVec_mulVec] using h1
  have hMh : (1 - Xᴴ * X).IsHermitian :=
    isHermitian_one.sub (isHermitian_conjTranspose_mul_self X)
  refine ⟨X, ⟨hR, posDef_of_eigen hMh fun c v hv hc => ?_⟩, ?_⟩
  · -- contraction: compare the balance inequality with the non-negative energy on the graph
    by_contra hneg
    have hb := balance hA hD hR hv
    have he := hp (Sum.elim v (X *ᵥ v))
    rw [hJX, hV, hdot, dec_vec hR, Complex.add_re] at he
    have h1 := congrArg Complex.re (contr_dot X v (A *ᵥ v + B *ᵥ (X *ᵥ v)))
    rw [Complex.sub_re] at h1
    have h2 := adj (1 - Xᴴ * X) v (A *ᵥ v + B *ᵥ (X *ᵥ v))
    rw [hMh.eq, hc, star_smul, star_trivial c, smul_dotProduct] at h2
    have h3 := congrArg Complex.re h2
    rw [Complex.smul_re, smul_eq_mul] at h3
    have hc0 := not_lt.mp hneg
    have hp0 : (star v ⬝ᵥ (A *ᵥ v + B *ᵥ (X *ᵥ v))).re < 0 := by
      by_contra h
      have := mul_nonpos_of_nonpos_of_nonneg hc0 (not_lt.mp h)
      linarith
    linarith
  · -- uniqueness: the graph of any contractive solution has sign +1
    rintro Y ⟨hY, hM⟩
    have hT : blockH A B D * fromRows (1 : Matrix n n ℂ) Y =
        fromRows (1 : Matrix n n ℂ) Y * (A + B * Y) := by
      refine eq_of_mulVec fun x => ?_
      rw [← mulVec_mulVec, ← mulVec_mulVec, fromRows_mulVec, fromRows_mulVec, one_mulVec,
        one_mulVec, hV, dec_vec hY, add_mulVec, ← mulVec_mulVec]
    have hJY := hinv _ _ hT fun μ hμ hdet => by
      obtain ⟨v, hv, hv0⟩ := exists_mulVec_eq_zero_iff.mpr hdet
      rw [sub_mulVec, smul_mulVec, one_mulVec, sub_eq_zero, add_mulVec,
        ← mulVec_mulVec] at hv0
      have hb := balance hA hD hY hv
      rw [hv0, mulVec_smul, dotProduct_smul, smul_eq_mul, Complex.re_ofReal_mul] at hb
      have := mul_neg_of_neg_of_pos hμ (re_pos hM hv)
      linarith
    refine eq_of_mulVec fun x => k4 x _ _ ?_ (hJX x)
    have h := congrArg (fun M => M *ᵥ x) hJY
    simpa only [← mulVec_mulVec, fromRows_mulVec, one_mulVec] using h

/-- Existence and uniqueness of exact decoupling: if `A` lies above and `D` below the real energy
`d`, then for every coupling `B` exactly one solution `X` of the decoupling equation has
`1 - X†X` positive definite. -/
theorem existsUnique_decoupling (A : Matrix n n ℂ) (B : Matrix n m ℂ) (D : Matrix m m ℂ) (d : ℝ)
    (hA : (A - (d : ℂ) • (1 : Matrix n n ℂ)).PosDef)
    (hD : ((d : ℂ) • (1 : Matrix m m ℂ) - D).PosDef) :
    ∃! X : Matrix m n ℂ, Bᴴ + D * X = X * (A + B * X) ∧ (1 - Xᴴ * X).PosDef := by
  have key : ∀ X : Matrix m n ℂ, Decouples (A - (d : ℂ) • (1 : Matrix n n ℂ)) B
      (D - (d : ℂ) • (1 : Matrix m m ℂ)) X ↔ Bᴴ + D * X = X * (A + B * X) := by
    intro X
    simp only [Decouples, Matrix.sub_mul, Matrix.mul_add, Matrix.mul_sub, Matrix.smul_mul,
      Matrix.mul_smul, Matrix.one_mul, Matrix.mul_one]
    constructor <;> intro h <;> linear_combination (norm := module) h
  have h := existsUnique_centred (D := D - (d : ℂ) • (1 : Matrix m m ℂ)) B hA
    (by rwa [neg_sub])
  simpa only [key] using h

/-- For Hermitian `A` and `D`, every solution `X` of the decoupling equation satisfies `H W = W K`,
where `H` is the block Hamiltonian, `W` has rows `(1, -X†)` and `(X, 1)`, and `K` is block diagonal
with blocks `A + B X` and `D - B†X†`. -/
theorem block_diagonalises (hA : A.IsHermitian) (hD : D.IsHermitian) (h : Decouples A B D X) :
    blockH A B D * fromBlocks 1 (-Xᴴ) X 1 =
      fromBlocks 1 (-Xᴴ) X 1 * fromBlocks (A + B * X) 0 0 (D - Bᴴ * Xᴴ) := by
  have h' := congrArg conjTranspose h
  simp only [conjTranspose_add, conjTranspose_mul, conjTranspose_conjTranspose, hA.eq, hD.eq,
    Matrix.add_mul, Matrix.mul_assoc] at h'
  rw [blockH, fromBlocks_multiply, fromBlocks_multiply, fromBlocks_inj]
  refine ⟨by simp, ?_, by simpa [Decouples] using h, ?_⟩
  · simp only [Matrix.mul_neg, Matrix.neg_mul, Matrix.mul_one, Matrix.one_mul, zero_add,
      Matrix.mul_sub]
    linear_combination (norm := module) h'
  · simp only [Matrix.mul_neg, Matrix.mul_one, Matrix.one_mul, Matrix.mul_zero, zero_add]
    abel

/-- For `A = 1`, `D = -1`, `B = 4/3` the decoupling equation is solved both by `X = 1/2` and by
`X = -2`. -/
theorem two_solutions_without_contraction :
    Decouples !![(1 : ℂ)] !![4 / 3] !![-1] !![1 / 2] ∧
      Decouples !![(1 : ℂ)] !![4 / 3] !![-1] !![-2] := by
  constructor <;> unfold Decouples <;> ext i j <;> fin_cases i <;> fin_cases j <;>
    simp [Matrix.mul_apply] <;> norm_num

end ExactDecoupling
```

```lean
#print axioms ExactDecoupling.existsUnique_decoupling
#print axioms ExactDecoupling.block_diagonalises
#print axioms ExactDecoupling.two_solutions_without_contraction
```

```
'ExactDecoupling.existsUnique_decoupling' depends on axioms: [propext, Classical.choice, Quot.sound]
'ExactDecoupling.block_diagonalises' depends on axioms: [propext, Classical.choice, Quot.sound]
'ExactDecoupling.two_solutions_without_contraction' depends on axioms: [propext, Classical.choice, Quot.sound]
```

## How the code follows the derivation

`exists_energy_sign` builds \(J\) from the spectral theorem. Its last clause is the row argument used for uniqueness, with "no negative eigenvalue" expressed by non-vanishing determinants. `balance` proves the strict inequality: `adj` moves \(X^\dagger\) and \(B^\dagger\) across inner products, `re_swap` cancels the coupling terms, and `linarith` combines the signs.

In `existsUnique_centred`, `k1`, `k2` and `k3` are the three listed points, and `k4` is equality from equal upper parts. `hE` gives the invertibility, `hJX` the graph and `hR` the decoupling equation. `posDef_of_eigen` reduces contraction to the eigenvalues \(c\). The final theorem undoes the energy shift through `key`.

`block_diagonalises` needs only Hermitian `A`, `D` and a solution `X`. It states \(HW=W\,\mathrm{diag}(A+BX,\;D-B^\dagger X^\dagger)\) with

\[ W=\begin{pmatrix}1&-X^\dagger\\X&1\end{pmatrix}. \]

In general the columns of \(W\) are not orthonormal, and \(A+BX\) need not be Hermitian. In the opening example with \(X=1/2\), the diagonal blocks are \(1+\tfrac23=\tfrac53\) and \(-1-\tfrac23=-\tfrac53\), and the normalised eigenvectors are \((2,1)/\sqrt5\) and \((-1,2)/\sqrt5\).

`two_solutions_without_contraction` confirms both roots of that example, so uniqueness fails without the contraction condition. That condition keeps \(X=1/2\), where \(1-X^\dagger X=3/4\), and excludes \(X=-2\), where it is \(-3\).
